# With real orbitals, one Fock build gives the two-electron parts of $(A+B)x$ and $(A-B)y$

The two-electron integrals are modelled as an arbitrary real function $(pq;rs)$ of four orbital indices that obeys two permutation laws. No orbital functions and no interaction operator appear: whatever produces numbers with these symmetries is covered. The matrices $A$ and $B$ are those of closed-shell singlet linear response for a hybrid functional, in a finite orbital set and with a frequency-independent kernel. Iterative eigensolvers for this problem can be based on products of $A+B$ and $A-B$ with trial vectors, and the two-electron parts of these products can be computed from Coulomb and exchange builds, where the Coulomb build is understood to include the local kernel.

## Integrals and the two builds

```lean
import Mathlib

open Matrix

namespace ResponseBuilds

noncomputable section

variable {n o v : Type*} [Fintype n] [Fintype o] [Fintype v]
```

The file loads the Mathlib library and declares three finite index sets: `n` for orbitals in general, `o` for occupied and `v` for virtual ones.

```lean
/-- Permutational symmetry of real two-electron integrals `(pq;rs)`: exchange of the first two
indices and exchange of the two pairs. -/
structure IntegralSymm {n : Type*} (g : n → n → n → n → ℝ) : Prop where
  swap_left : ∀ p q r s, g p q r s = g q p r s
  swap_pair : ∀ p q r s, g p q r s = g r s p q
```

`IntegralSymm g` is the statement that $(pq;rs)=(qp;rs)$ and $(pq;rs)=(rs;pq)$. The first law holds for real orbitals, because $\varphi_p\varphi_q=\varphi_q\varphi_p$. The second says that the interaction is unchanged when the two electrons trade places. Swapping the last two indices is not assumed, since it follows:
$$(pq;sr)=(sr;pq)=(rs;pq)=(pq;rs).$$

```lean
/-- The Coulomb build `J(P)_pq = ∑ (pq;rs) P_rs`, a linear map on matrices. -/
def coulomb (g : n → n → n → n → ℝ) : Matrix n n ℝ →ₗ[ℝ] Matrix n n ℝ where
  toFun P := Matrix.of fun p q => ∑ r, ∑ s, g p q r s * P r s
  map_add' P Q := by
    ext p q
    simp [mul_add, Finset.sum_add_distrib]
  map_smul' t P := by
    ext p q
    simp [Finset.mul_sum, mul_left_comm]
```

This is $J(P)_{pq}=\sum_{rs}(pq;rs)P_{rs}$. The arrow `→ₗ[ℝ]` denotes a real-linear map, so the definition carries short proofs that $J$ respects sums and scalar multiples.

```lean
/-- The exchange build `X(P)_pq = ∑ (pr;qs) P_rs`, a linear map on matrices. -/
def exchange (g : n → n → n → n → ℝ) : Matrix n n ℝ →ₗ[ℝ] Matrix n n ℝ where
  toFun P := Matrix.of fun p q => ∑ r, ∑ s, g p r q s * P r s
  map_add' P Q := by
    ext p q
    simp [mul_add, Finset.sum_add_distrib]
  map_smul' t P := by
    ext p q
    simp [Finset.mul_sum, mul_left_comm]
```

Likewise $X(P)_{pq}=\sum_{rs}(pr;qs)P_{rs}$. Only the placement of the indices differs. Neither build contains a prefactor.

## What transposition does to each build

```lean
/-- For integrals with the permutational symmetry, the Coulomb build does not distinguish a matrix
from its transpose, and its result is symmetric. -/
theorem coulomb_transpose {g : n → n → n → n → ℝ} (hg : IntegralSymm g) (P : Matrix n n ℝ) :
    coulomb g Pᵀ = coulomb g P ∧ (coulomb g P)ᵀ = coulomb g P := by
  constructor
  · ext p q
    change ∑ r, ∑ s, g p q r s * P s r = ∑ r, ∑ s, g p q r s * P r s
    rw [Finset.sum_comm]
    refine Finset.sum_congr rfl fun r _ => Finset.sum_congr rfl fun s _ => ?_
    -- exchange of the last two indices follows from the other two symmetries
    rw [hg.swap_pair p q s r, hg.swap_left s r p q, hg.swap_pair r s p q]
  · ext p q
    change ∑ r, ∑ s, g q p r s * P r s = ∑ r, ∑ s, g p q r s * P r s
    refine Finset.sum_congr rfl fun r _ => Finset.sum_congr rfl fun s _ => ?_
    rw [hg.swap_left q p r s]
```

After the colon stands the claim, with `∧` for "and": $J(P^T)=J(P)$ and $J(P)^T=J(P)$. By hand, renaming the summation indices and then swapping the last pair gives
$$J(P^T)_{pq}=\sum_{rs}(pq;rs)P_{sr}=\sum_{rs}(pq;sr)P_{rs}=J(P)_{pq}.$$
The second claim is $(qp;rs)=(pq;rs)$ under the sum. In the proof, `ext p q` passes to matrix entries, `Finset.sum_comm` exchanges the sums, and `rw` applies the symmetry laws, three of them in a row for the derived swap.

```lean
/-- For integrals with the permutational symmetry, the Coulomb build vanishes on every
antisymmetric matrix. -/
theorem coulomb_antisymm {g : n → n → n → n → ℝ} (hg : IntegralSymm g) {P : Matrix n n ℝ}
    (hP : Pᵀ = -P) : coulomb g P = 0 := by
  have h := (coulomb_transpose hg P).1
  rw [hP, map_neg] at h
  ext p q
  have e := congrFun (congrFun h p) q
  simp only [Matrix.neg_apply] at e
  simp only [Matrix.zero_apply]
  linarith
```

If $P^T=-P$, then $J(P)=J(P^T)=J(-P)=-J(P)$, hence $J(P)=0$. The tactic `linarith` draws this last conclusion for each entry.

```lean
/-- For integrals with the permutational symmetry, the exchange build commutes with
transposition. -/
theorem exchange_transpose {g : n → n → n → n → ℝ} (hg : IntegralSymm g) (P : Matrix n n ℝ) :
    exchange g Pᵀ = (exchange g P)ᵀ := by
  ext p q
  change ∑ r, ∑ s, g p r q s * P s r = ∑ r, ∑ s, g q r p s * P r s
  rw [Finset.sum_comm]
  refine Finset.sum_congr rfl fun r _ => Finset.sum_congr rfl fun s _ => ?_
  rw [hg.swap_pair p s q r]
```

For exchange, pair symmetry alone suffices:
$$X(P^T)_{pq}=\sum_{rs}(ps;qr)P_{rs}=\sum_{rs}(qr;ps)P_{rs}=X(P)_{qp}.$$
The proof makes the same two moves, first the exchange of sums and then `swap_pair`.

```lean
/-- For integrals with the permutational symmetry, the exchange build maps symmetric matrices to
symmetric ones and antisymmetric matrices to antisymmetric ones. -/
theorem exchange_preserves {g : n → n → n → n → ℝ} (hg : IntegralSymm g) (P : Matrix n n ℝ) :
    (Pᵀ = P → (exchange g P)ᵀ = exchange g P) ∧
      (Pᵀ = -P → (exchange g P)ᵀ = -exchange g P) := by
  constructor <;> intro hP
  · rw [← exchange_transpose hg, hP]
  · rw [← exchange_transpose hg, hP, map_neg]
```

If $P^T=\pm P$, then $X(P)^T=X(P^T)=\pm X(P)$. Symmetric matrices stay symmetric and antisymmetric ones stay antisymmetric. The two signs are the two branches of the proof.

```lean
/-- The integrals `(pq;rs) = δ_pq δ_rs` have the permutational symmetry, and their exchange build
returns every matrix unchanged. -/
theorem integralSymm_witness [DecidableEq n] :
    IntegralSymm (fun p q r s : n => (1 : Matrix n n ℝ) p q * (1 : Matrix n n ℝ) r s) ∧
      ∀ P : Matrix n n ℝ, exchange
        (fun p q r s : n => (1 : Matrix n n ℝ) p q * (1 : Matrix n n ℝ) r s) P = P := by
  refine ⟨⟨fun p q r s => ?_, fun p q r s => mul_comm _ _⟩, fun P => ?_⟩
  · have h : (1 : Matrix n n ℝ) p q = (1 : Matrix n n ℝ) q p :=
      congrFun (congrFun (Matrix.transpose_one (n := n) (α := ℝ)).symm p) q
    change (1 : Matrix n n ℝ) p q * _ = (1 : Matrix n n ℝ) q p * _
    rw [h]
  · ext p q
    change ∑ r, ∑ s, (1 : Matrix n n ℝ) p r * (1 : Matrix n n ℝ) q s * P r s = P p q
    simp only [mul_assoc, ← Finset.mul_sum]
    simp [Matrix.one_apply]
```

The integrals $(pq;rs)=\delta_{pq}\delta_{rs}$, written with entries of the identity matrix, satisfy both laws, and
$$X(P)_{pq}=\sum_{rs}\delta_{pr}\delta_{qs}P_{rs}=P_{pq}.$$
With at least two orbitals there are nonzero antisymmetric matrices, and this $X$ leaves them nonzero. The symmetry laws therefore do not make exchange vanish where Coulomb does.

## The response matrices

```lean
/-- The orbital energy gap `ε_a - ε_i` of an occupied-virtual pair. -/
def gap (ε : o ⊕ v → ℝ) (t : o × v) : ℝ := ε (.inr t.2) - ε (.inl t.1)
```

The full orbital set is now the disjoint union `o ⊕ v`, in which `.inl i` is an occupied orbital and `.inr a` a virtual one. For a pair `t`, with components `t.1` and `t.2`, the gap is $\Delta_{ia}=\varepsilon_a-\varepsilon_i$. The energies are arbitrary real numbers.

```lean
/-- The closed-shell singlet matrix `A_ia,jb = δ_ij δ_ab (ε_a - ε_i) + 2 k(ia;jb) - c (ij;ab)`,
where `k` holds the Hartree and local kernel integrals and `c` is the exchange fraction. -/
def matA [DecidableEq o] [DecidableEq v] (ε : o ⊕ v → ℝ)
    (k g : o ⊕ v → o ⊕ v → o ⊕ v → o ⊕ v → ℝ) (c : ℝ) : Matrix (o × v) (o × v) ℝ :=
  Matrix.diagonal (gap ε) + Matrix.of fun t u =>
    2 * k (.inl t.1) (.inr t.2) (.inl u.1) (.inr u.2)
      - c * g (.inl t.1) (.inl u.1) (.inr t.2) (.inr u.2)
```

This reads
$$A_{ia,jb}=\delta_{ij}\delta_{ab}\Delta_{ia}+2k(ia;jb)-c\,(ij;ab).$$
The function $k$ holds the Hartree and local-kernel integrals, $g$ holds the exchange integrals $(pq;rs)$, and $c$ is the fraction of exact exchange in the functional.

```lean
/-- The closed-shell singlet matrix `B_ia,jb = 2 k(ia;jb) - c (ib;aj)`. -/
def matB (k g : o ⊕ v → o ⊕ v → o ⊕ v → o ⊕ v → ℝ) (c : ℝ) : Matrix (o × v) (o × v) ℝ :=
  Matrix.of fun t u => 2 * k (.inl t.1) (.inr t.2) (.inl u.1) (.inr u.2)
    - c * g (.inl t.1) (.inr u.2) (.inr t.2) (.inl u.1)
```

Here $B_{ia,jb}=2k(ia;jb)-c\,(ib;aj)$. The Coulomb-like part is the same as in $A$; the exchange part has $j$ and $b$ interchanged.

```lean
/-- The trial vector `x_ia` placed in the occupied-virtual block of a matrix over all orbitals. -/
def trial (x : o × v → ℝ) : Matrix (o ⊕ v) (o ⊕ v) ℝ :=
  Matrix.fromBlocks 0 (Matrix.of fun i a => x (i, a)) 0 0
```

The trial vector $x_{ia}$ becomes a matrix $T(x)$ over all orbitals, with $x$ in the occupied-virtual block and zeros elsewhere.

```lean
/-- The two-electron part `2 J(P) - c X(P)` of a Fock build. -/
def fock (k g : n → n → n → n → ℝ) (c : ℝ) : Matrix n n ℝ →ₗ[ℝ] Matrix n n ℝ :=
  (2 : ℝ) • coulomb k - c • exchange g
```

The two-electron Fock build is $\mathcal F(P)=2J(P)-cX(P)$, where $J$ uses $k$ and $X$ uses $g$. Orbital energies are not part of it. When $k$ contains a local kernel, $\mathcal F(P)$ is the linear response of the Kohn–Sham matrix to a change $P$ of the density matrix per spin. It is not the ground-state build, whose exchange-correlation potential is in general not linear in the density.

## Matrix-vector products from builds

```lean
/-- The product `A x` is the gap term plus the occupied-virtual block of the Fock build on the
trial matrix. -/
theorem matA_mulVec [DecidableEq o] [DecidableEq v] (ε : o ⊕ v → ℝ)
    (k g : o ⊕ v → o ⊕ v → o ⊕ v → o ⊕ v → ℝ) (c : ℝ) (x : o × v → ℝ) (i : o) (a : v) :
    (matA ε k g c *ᵥ x) (i, a) = gap ε (i, a) * x (i, a)
      + 2 * coulomb k (trial x) (.inl i) (.inr a) - c * exchange g (trial x) (.inl i) (.inr a) := by
  have hJ : coulomb k (trial x) (.inl i) (.inr a)
      = ∑ j, ∑ b, k (.inl i) (.inr a) (.inl j) (.inr b) * x (j, b) := by
    change ∑ r, ∑ s, k (.inl i) (.inr a) r s * trial x r s = _
    simp [trial, Fintype.sum_sum_type]
  have hX : exchange g (trial x) (.inl i) (.inr a)
      = ∑ j, ∑ b, g (.inl i) (.inl j) (.inr a) (.inr b) * x (j, b) := by
    change ∑ r, ∑ s, g (.inl i) r (.inr a) s * trial x r s = _
    simp [trial, Fintype.sum_sum_type]
  rw [hJ, hX, matA, Matrix.add_mulVec, Pi.add_apply, Matrix.mulVec_diagonal]
  simp only [Matrix.mulVec, dotProduct, Matrix.of_apply, Fintype.sum_prod_type, sub_mul,
    Finset.sum_sub_distrib, Finset.mul_sum, mul_assoc]
  ring
```

The symbol `*ᵥ` is matrix times vector. Since $T(x)$ has only the entries $x_{jb}$,
$$J(T(x))_{ia}=\sum_{jb}k(ia;jb)x_{jb},\qquad X(T(x))_{ia}=\sum_{jb}(ij;ab)x_{jb}.$$
Comparison with $A$ gives
$$(Ax)_{ia}=\Delta_{ia}x_{ia}+2J(T(x))_{ia}-cX(T(x))_{ia}.$$
The auxiliary facts `hJ` and `hX` are the two displayed sums, obtained by splitting each orbital sum into occupied and virtual parts. No permutation symmetry is used.

```lean
/-- For exchange integrals with the permutational symmetry, the product `B x` takes its exchange
part from the virtual-occupied block of the build on the trial matrix. -/
theorem matB_mulVec (k : o ⊕ v → o ⊕ v → o ⊕ v → o ⊕ v → ℝ)
    {g : o ⊕ v → o ⊕ v → o ⊕ v → o ⊕ v → ℝ} (hg : IntegralSymm g) (c : ℝ)
    (x : o × v → ℝ) (i : o) (a : v) :
    (matB k g c *ᵥ x) (i, a) = 2 * coulomb k (trial x) (.inl i) (.inr a)
      - c * exchange g (trial x) (.inr a) (.inl i) := by
  have hJ : coulomb k (trial x) (.inl i) (.inr a)
      = ∑ j, ∑ b, k (.inl i) (.inr a) (.inl j) (.inr b) * x (j, b) := by
    change ∑ r, ∑ s, k (.inl i) (.inr a) r s * trial x r s = _
    simp [trial, Fintype.sum_sum_type]
  have hX : exchange g (trial x) (.inr a) (.inl i)
      = ∑ j, ∑ b, g (.inl i) (.inr b) (.inr a) (.inl j) * x (j, b) := by
    change ∑ r, ∑ s, g (.inr a) r (.inl i) s * trial x r s = _
    simp [trial, Fintype.sum_sum_type, hg.swap_pair (.inr a)]
  rw [hJ, hX, matB]
  simp only [Matrix.mulVec, dotProduct, Matrix.of_apply, Fintype.sum_prod_type, sub_mul,
    Finset.sum_sub_distrib, Finset.mul_sum, mul_assoc]
```

For $B$ the exchange part sits in the opposite block:
$$X(T(x))_{ai}=\sum_{jb}(aj;ib)x_{jb}=\sum_{jb}(ib;aj)x_{jb},$$
so $(Bx)_{ia}=2J(T(x))_{ia}-cX(T(x))_{ai}$. The middle step is pair symmetry of $g$, which is why `hg` is now a hypothesis.

```lean
/-- For `k` and `g` with the permutational symmetry, `(A+B)x` is the gap term plus the
occupied-virtual block of the Fock build on the symmetrised trial matrix, and `(A-B)x` is the gap
term minus `c` times that block of the exchange build on the antisymmetrised one. -/
theorem separate_builds [DecidableEq o] [DecidableEq v] (ε : o ⊕ v → ℝ)
    {k g : o ⊕ v → o ⊕ v → o ⊕ v → o ⊕ v → ℝ} (hk : IntegralSymm k) (hg : IntegralSymm g)
    (c : ℝ) (x : o × v → ℝ) (i : o) (a : v) :
    ((matA ε k g c + matB k g c) *ᵥ x) (i, a) = gap ε (i, a) * x (i, a)
        + fock k g c (trial x + (trial x)ᵀ) (.inl i) (.inr a) ∧
    ((matA ε k g c - matB k g c) *ᵥ x) (i, a) = gap ε (i, a) * x (i, a)
        - c * exchange g (trial x - (trial x)ᵀ) (.inl i) (.inr a) := by
  constructor
  · rw [Matrix.add_mulVec, Pi.add_apply, matA_mulVec, matB_mulVec k hg]
    simp only [fock, LinearMap.sub_apply, LinearMap.smul_apply, map_add,
      (coulomb_transpose hk (trial x)).1, exchange_transpose hg, Matrix.sub_apply,
      Matrix.smul_apply, Matrix.add_apply, Matrix.transpose_apply, smul_eq_mul]
    ring
  · rw [Matrix.sub_mulVec, Pi.sub_apply, matA_mulVec, matB_mulVec k hg]
    simp only [map_sub, exchange_transpose hg, Matrix.sub_apply, Matrix.transpose_apply]
    ring
```

Put $S_x=T(x)+T(x)^T$ and $K_x=T(x)-T(x)^T$. Adding the two products gives
$$((A+B)x)_{ia}=\Delta_{ia}x_{ia}+4J(T(x))_{ia}-c\,[X(T(x))_{ia}+X(T(x))_{ai}].$$
Because $J(S_x)=2J(T(x))$ and $X(S_x)_{ia}=X(T(x))_{ia}+X(T(x))_{ai}$, everything after the gap term is $\mathcal F(S_x)_{ia}$. In the difference the Coulomb terms cancel:
$$((A-B)x)_{ia}=\Delta_{ia}x_{ia}-cX(K_x)_{ia}.$$
The Lean proof inserts the formulas for $Ax$ and $Bx$, applies the transposition theorems, and lets `ring` finish the algebra.

```lean
/-- For `k` and `g` with the permutational symmetry, a single Fock build `F` on the sum of a
symmetrised trial matrix of `x` and an antisymmetrised trial matrix of `y` yields the two-electron
parts of both products: adding the gap term to the occupied-virtual block of the symmetric part of
`F` gives `(A+B)x`, and adding it to that block of the antisymmetric part gives `(A-B)y`. -/
theorem single_build [DecidableEq o] [DecidableEq v] (ε : o ⊕ v → ℝ)
    {k g : o ⊕ v → o ⊕ v → o ⊕ v → o ⊕ v → ℝ} (hk : IntegralSymm k) (hg : IntegralSymm g)
    (c : ℝ) (x y : o × v → ℝ) (F : Matrix (o ⊕ v) (o ⊕ v) ℝ)
    (hF : F = fock k g c ((trial x + (trial x)ᵀ) + (trial y - (trial y)ᵀ))) (i : o) (a : v) :
    ((matA ε k g c + matB k g c) *ᵥ x) (i, a) = gap ε (i, a) * x (i, a)
        + (F (.inl i) (.inr a) + F (.inr a) (.inl i)) / 2 ∧
    ((matA ε k g c - matB k g c) *ᵥ y) (i, a) = gap ε (i, a) * y (i, a)
        + (F (.inl i) (.inr a) - F (.inr a) (.inl i)) / 2 := by
  -- the Coulomb matrix is symmetric, so it drops out of the antisymmetric part of `F`
  have hs : coulomb k (trial x) (.inr a) (.inl i) = coulomb k (trial x) (.inl i) (.inr a) :=
    congrFun (congrFun (coulomb_transpose hk (trial x)).2 (.inl i)) (.inr a)
  rw [(separate_builds ε hk hg c x i a).1, (separate_builds ε hk hg c y i a).2, hF]
  simp only [fock, LinearMap.sub_apply, LinearMap.smul_apply, map_add, map_sub,
    (coulomb_transpose hk (trial x)).1, (coulomb_transpose hk (trial y)).1,
    exchange_transpose hg, Matrix.sub_apply, Matrix.smul_apply, Matrix.add_apply,
    Matrix.transpose_apply, smul_eq_mul, hs]
  constructor <;> ring

end

end ResponseBuilds
```

Now $x$ and $y$ are independent trial vectors, and `hF` defines $F=\mathcal F(S_x+K_y)$. Since $J(K_y)=0$,
$$F=\underbrace{2J(S_x)-cX(S_x)}_{\text{symmetric}}\;\underbrace{-\,cX(K_y)}_{\text{antisymmetric}}.$$
Taking the two parts of $F$ apart gives
$$((A+B)x)_{ia}=\Delta_{ia}x_{ia}+\tfrac12(F_{ia}+F_{ai}),$$
$$((A-B)y)_{ia}=\Delta_{ia}y_{ia}+\tfrac12(F_{ia}-F_{ai}).$$
Lean reaches the same equations entry by entry: it starts from `separate_builds`, expands $F$ with the transposition theorems, and uses `hs`, the symmetry of the Coulomb matrix, to remove $J$ from the antisymmetric part.

The density $S_x+K_y$ is in general neither symmetric nor antisymmetric, so a program that uses this identity needs a build routine that accepts such matrices.

## One occupied and one virtual orbital in numbers

Take $\Delta=1$, $c=0.5$ and $k=g$ (no local kernel), with $(ii;aa)=0.5$ and $(ia;ia)=0.1$. Then
$$A=1+0.2-0.25=0.95,\qquad B=0.2-0.05=0.15,$$
so $A+B=1.10$ and $A-B=0.80$. For $x=1$ and $y=2$ the products should be $1.10$ and $1.60$.

The combined density has $P_{ia}=1+2=3$, $P_{ai}=1-2=-1$ and a zero diagonal. The builds are
$$J_{ia}=J_{ai}=0.1\,(3-1)=0.2,$$
$$X_{ia}=0.5\cdot3-0.1\cdot1=1.4,\qquad X_{ai}=0.1\cdot3-0.5\cdot1=-0.2.$$
Hence $F_{ia}=0.4-0.7=-0.3$ and $F_{ai}=0.4+0.1=0.5$. The half-sum is $0.1$ and the half-difference is $-0.4$, which gives $1\cdot1+0.1=1.10$ and $1\cdot2-0.4=1.60$, as required.

```lean
#print axioms ResponseBuilds.coulomb_antisymm
#print axioms ResponseBuilds.exchange_preserves
#print axioms ResponseBuilds.single_build
```

```
'ResponseBuilds.coulomb_antisymm' depends on axioms: [propext, Classical.choice, Quot.sound]
'ResponseBuilds.exchange_preserves' depends on axioms: [propext, Classical.choice, Quot.sound]
'ResponseBuilds.single_build' depends on axioms: [propext, Classical.choice, Quot.sound]
```
